# Scattering asymmetry of a Hermitian potential in the second Born approximation has no terms below third order

An electron crossing a crystal with spin-orbit coupling can scatter from state $p$ to state $k$ at a different rate than from $k$ to $p$. This imbalance, called skew scattering, contributes to the anomalous Hall effect. At what order in the scattering strength does it first appear?

Take a finite set of states, indexed by the type `n`.

```lean
import Mathlib

open Matrix Filter Topology ComplexConjugate

namespace SkewScattering

noncomputable section

variable {n : Type*} [Fintype n] [DecidableEq n]
```

The potential is a complex matrix $V$, and the propagator is diagonal, $G=\mathrm{diag}(g_q)$. Physically, $g_q$ stands for $1/(E-\varepsilon_q+i\eta)$, with $E$ the energy of the electron, $\varepsilon_q$ that of the intermediate state and $\eta>0$ a small broadening. Its imaginary part then carries the weight of intermediate states near the energy shell. Here the $g_q$ are arbitrary complex numbers. Scattering twice gives the amplitude matrix $W=VGV$.

```lean
/-- The second-order amplitude `V G V` with the diagonal propagator `G = diag g`. -/
def secondBorn (V : Matrix n n ℂ) (g : n → ℂ) : Matrix n n ℂ :=
  V * diagonal g * V
```

With a real coupling strength $l$, the transition matrix to second order is $T=lV+l^2W$.

```lean
/-- The transition matrix `T = l V + l² V G V` at real coupling strength `l`. -/
def bornT (V : Matrix n n ℂ) (g : n → ℂ) (l : ℝ) : Matrix n n ℂ :=
  l • V + l ^ 2 • secondBorn V g
```

The entry $T_{kp}$, written `T k p`, is the amplitude for $p\to k$. The asymmetry is $|T_{kp}|^2-|T_{pk}|^2$, without the density of states and other prefactors of a rate.

```lean
/-- The difference `|T_kp|² - |T_pk|²` between a process and its reverse. -/
def asymmetry (T : Matrix n n ℂ) (k p : n) : ℝ :=
  ‖T k p‖ ^ 2 - ‖T p k‖ ^ 2
```

The candidate for its cubic coefficient is
$$C_{kp}=-4\sum_q \mathrm{Im}(g_q)\,\mathrm{Im}(V_{pk}V_{kq}V_{qp}).$$

```lean
/-- The coefficient `-4 ∑ Im(g_q) Im(V_pk V_kq V_qp)`, a sum over closed loops of
three scattering events. -/
def skewCoeff (V : Matrix n n ℂ) (g : n → ℂ) (k p : n) : ℝ :=
  -4 * ∑ q, (g q).im * (V p k * V k q * V q p).im
```

To allow for corrections to $T$, consider an amplitude $la+l^2b+l^3r$ with complex $a,b,r$. The terms of its squared modulus from $l^4$ upwards are $l^4h$, where
$$h=|b|^2+2\,\mathrm{Re}\big((a+lb)^*r\big)+l^2|r|^2.$$

```lean
/-- The part of `|l a + l² b + l³ r|²` of order four and higher, divided by `l⁴`. -/
def higherPart (a b r : ℂ) (l : ℝ) : ℝ :=
  Complex.normSq b + 2 * ((a.re + l * b.re) * r.re + (a.im + l * b.im) * r.im)
    + l ^ 2 * (r.re ^ 2 + r.im ^ 2)
```

## Interference around a loop

Since $G$ is diagonal, the matrix product has one intermediate sum: $W_{kp}=\sum_q V_{kq}g_qV_{qp}$.

```lean
/-- The second-order amplitude is a sum over intermediate states. -/
theorem secondBorn_apply (V : Matrix n n ℂ) (g : n → ℂ) (k p : n) :
    secondBorn V g k p = ∑ q, V k q * g q * V q p := by
  rw [secondBorn, Matrix.mul_apply]
  exact Finset.sum_congr rfl (fun q _ => by rw [Matrix.mul_diagonal])
```

Multiplying out the squared modulus gives
$$|la+l^2b+l^3r|^2=l^2|a|^2+2l^3\,\mathrm{Re}(a^*b)+l^4h.$$
The proof writes both sides in real and imaginary parts, and `ring` compares them.

```lean
/-- Expansion of the squared modulus of an amplitude with terms of first, second and
third order in the coupling. -/
theorem normSq_expansion (a b r : ℂ) (l : ℝ) :
    Complex.normSq (l • a + l ^ 2 • b + l ^ 3 • r) =
      l ^ 2 * Complex.normSq a + 2 * l ^ 3 * (conj a * b).re
        + l ^ 4 * higherPart a b r l := by
  simp only [higherPart, Complex.normSq_apply, Complex.add_re, Complex.add_im,
    Complex.smul_re, Complex.smul_im, smul_eq_mul, Complex.mul_re, Complex.conj_re,
    Complex.conj_im]
  ring
```

The cubic term is the interference of single and double scattering. Hermiticity gives $V_{kp}^*=V_{pk}$, so the forward process contains the loop product $L_q=V_{pk}V_{kq}V_{qp}$. The reverse process contains $V_{kp}V_{pq}V_{qk}=L_q^*$, with the same $g_q$. Hence
$$2\sum_q\left[\mathrm{Re}(g_qL_q)-\mathrm{Re}(g_qL_q^*)\right]=-4\sum_q\mathrm{Im}(g_q)\,\mathrm{Im}(L_q)=C_{kp}.$$
The code proves this term by term, using `hV.apply` for the conjugations.

```lean
/-- For Hermitian `V`, the interference of first and second order differs between a
process and its reverse by the loop sum `skewCoeff`. -/
theorem interference_difference {V : Matrix n n ℂ} (hV : V.IsHermitian)
    (g : n → ℂ) (k p : n) :
    2 * ((conj (V k p) * secondBorn V g k p).re
      - (conj (V p k) * secondBorn V g p k).re) = skewCoeff V g k p := by
  have e1 : conj (V k p) = V p k := hV.apply p k
  have e2 : conj (V p k) = V k p := hV.apply k p
  rw [e1, e2]
  simp only [secondBorn_apply, skewCoeff, Finset.mul_sum, Complex.re_sum,
    ← Finset.sum_sub_distrib]
  apply Finset.sum_congr rfl
  intro q _
  -- the reversed loop is the complex conjugate, while the propagator is unchanged
  rw [← hV.apply k p, ← hV.apply p q, ← hV.apply q k]
  simp only [Complex.star_def, Complex.mul_re, Complex.mul_im, Complex.conj_re,
    Complex.conj_im]
  ring
```

At second order in $l$ nothing remains, because $|V_{kp}|^2=|V_{pk}|^2$.

```lean
omit [Fintype n] [DecidableEq n] in
/-- For Hermitian `V`, the entries `V k p` and `V p k` have equal squared moduli. -/
theorem first_order_symmetric {V : Matrix n n ℂ} (hV : V.IsHermitian) (k p : n) :
    Complex.normSq (V k p) = Complex.normSq (V p k) := by
  rw [← hV.apply k p, Complex.star_def, Complex.normSq_conj]
```

## The exact polynomial

Setting $a=V_{kp}$, $b=W_{kp}$, $r=0$, and subtracting the same expression with $k$ and $p$ exchanged, gives
$$|T_{kp}|^2-|T_{pk}|^2=C_{kp}\,l^3+\left(|W_{kp}|^2-|W_{pk}|^2\right)l^4.$$
This holds for every real $l$, every pair of states and every Hermitian $V$. Single scattering alone, with $T=lV$, gives no asymmetry in this model. The final `linear_combination` adds $l^2$ times the first-order equality to $l^3$ times the interference identity.

```lean
/-- For Hermitian `V` and `T = l V + l² V G V`, the difference `|T_kp|² - |T_pk|²` is a
polynomial in `l` with only a cubic term, given by the loop sum, and a quartic term. -/
theorem skew_scattering_third_order {V : Matrix n n ℂ} (hV : V.IsHermitian)
    (g : n → ℂ) (l : ℝ) (k p : n) :
    asymmetry (bornT V g l) k p =
      skewCoeff V g k p * l ^ 3 + asymmetry (secondBorn V g) k p * l ^ 4 := by
  have h := interference_difference hV g k p
  have hs := first_order_symmetric hV k p
  have e : ∀ a b : ℂ, Complex.normSq (l • a + l ^ 2 • b) =
      l ^ 2 * Complex.normSq a + 2 * l ^ 3 * (conj a * b).re
        + l ^ 4 * Complex.normSq b := by
    intro a b
    have h0 := normSq_expansion a b 0 l
    simpa [higherPart] using h0
  simp only [asymmetry, bornT, Matrix.add_apply, Matrix.smul_apply, Complex.sq_norm, e]
  linear_combination l ^ 2 * hs + l ^ 3 * h
```

The quartic coefficient depends on where $T$ was truncated, since a third-order amplitude also contributes at $l^4$. The cubic one does not. Add $l^3R(l)$ to $T$, with every entry of $R$ continuous at $l=0$; the third Born term, $R=VGVGV$, is an example. For $l\neq0$,
$$\frac{|T_{kp}|^2-|T_{pk}|^2}{l^3}=C_{kp}+l\,(h_{kp}-h_{pk}),$$
where $h_{kp}$ is $h$ for the amplitude $p\to k$. Both $h$ terms are continuous at zero, so the quotient tends to $C_{kp}$. In Lean, `𝓝[≠] 0` expresses the limit through nonzero $l$.

```lean
/-- For Hermitian `V`, add `l³ R(l)` to `T = l V + l² V G V`, with the entries of `R` continuous at
`l = 0`. The asymmetry divided by `l³` still tends to the loop sum `skewCoeff` as `l` tends to zero
through nonzero values. -/
theorem skew_coefficient_robust {V : Matrix n n ℂ} (hV : V.IsHermitian)
    (g : n → ℂ) (R : ℝ → Matrix n n ℂ)
    (hR : ∀ i j, ContinuousAt (fun l => R l i j) 0) (k p : n) :
    Tendsto (fun l : ℝ => asymmetry (bornT V g l + l ^ 3 • R l) k p / l ^ 3)
      (𝓝[≠] 0) (𝓝 (skewCoeff V g k p)) := by
  have h := interference_difference hV g k p
  have hs := first_order_symmetric hV k p
  -- the higher-order part stays continuous at zero coupling
  have key : ∀ (a b : ℂ) (x y : ℝ → ℝ), ContinuousAt x 0 → ContinuousAt y 0 →
      ContinuousAt (fun l : ℝ => Complex.normSq b
        + 2 * ((a.re + l * b.re) * x l + (a.im + l * b.im) * y l)
        + l ^ 2 * (x l ^ 2 + y l ^ 2)) 0 := by
    intro a b x y hx hy
    fun_prop
  have hq : ∀ i j, ContinuousAt
      (fun l : ℝ => higherPart (V i j) (secondBorn V g i j) (R l i j) l) 0 := by
    intro i j
    exact key (V i j) (secondBorn V g i j) (fun l => (R l i j).re)
      (fun l => (R l i j).im)
      (Complex.continuous_re.continuousAt.comp (hR i j))
      (Complex.continuous_im.continuousAt.comp (hR i j))
  have hc : ContinuousAt (fun l : ℝ => skewCoeff V g k p
      + l * (higherPart (V k p) (secondBorn V g k p) (R l k p) l
        - higherPart (V p k) (secondBorn V g p k) (R l p k) l)) 0 :=
    continuousAt_const.add (continuousAt_id.mul ((hq k p).sub (hq p k)))
  have ht := hc.tendsto
  simp only [zero_mul, add_zero] at ht
  refine (ht.mono_left nhdsWithin_le_nhds).congr' ?_
  filter_upwards [self_mem_nhdsWithin] with l hl
  have hl0 : l ≠ 0 := hl
  rw [eq_div_iff (pow_ne_zero 3 hl0)]
  simp only [asymmetry, bornT, Matrix.add_apply, Matrix.smul_apply, Complex.sq_norm,
    normSq_expansion]
  linear_combination -(l ^ 2 * hs) - l ^ 3 * h
```

## When the asymmetry vanishes

If every $g_q$ is real, then $C_{kp}=0$. Moreover $W_{kp}=W_{pk}^*$, so the quartic term vanishes too.

```lean
/-- For Hermitian `V` and a real propagator, the asymmetry of `T = l V + l² V G V`
vanishes at every coupling. -/
theorem no_skew_of_real_propagator {V : Matrix n n ℂ} (hV : V.IsHermitian)
    {g : n → ℂ} (hg : ∀ q, (g q).im = 0) (l : ℝ) (k p : n) :
    asymmetry (bornT V g l) k p = 0 := by
  have hW : secondBorn V g k p = star (secondBorn V g p k) := by
    rw [secondBorn_apply, secondBorn_apply, star_sum]
    apply Finset.sum_congr rfl
    intro q _
    have hgq : star (g q) = g q := Complex.conj_eq_iff_im.mpr (hg q)
    rw [star_mul', star_mul', hV.apply q p, hV.apply k q, hgq]
    ring
  have h2 : asymmetry (secondBorn V g) k p = 0 := by
    rw [asymmetry, hW, norm_star, sub_self]
  rw [skew_scattering_third_order hV, h2]
  simp [skewCoeff, hg]
```

If instead $V_{ij}=V_{ji}$, then exchanging the factors in each term gives $W_{kp}=W_{pk}$. The two amplitudes are equal, whatever the complex propagator, and Hermiticity is not needed. A real Hermitian matrix is one such potential.

```lean
/-- For a symmetric potential matrix and any complex propagator, the asymmetry of
`T = l V + l² V G V` vanishes at every coupling. -/
theorem no_skew_of_symmetric_potential {V : Matrix n n ℂ} (hV : ∀ i j, V i j = V j i)
    (g : n → ℂ) (l : ℝ) (k p : n) :
    asymmetry (bornT V g l) k p = 0 := by
  have hW : secondBorn V g k p = secondBorn V g p k := by
    rw [secondBorn_apply, secondBorn_apply]
    apply Finset.sum_congr rfl
    intro q _
    rw [hV k q, hV q p]
    ring
  simp only [asymmetry, bornT, Matrix.add_apply, Matrix.smul_apply, hW, hV k p, sub_self]
```

## A ring that attains third order

A nonzero coefficient needs a loop product with an imaginary part. Three states with imaginary hopping provide one: $V_{01}=V_{12}=V_{20}=i$, with the reversed entries $-i$ and a zero diagonal.

```lean
/-- A ring of three states with imaginary hopping amplitudes. -/
def chiralRing : Matrix (Fin 3) (Fin 3) ℂ :=
  !![0, Complex.I, -Complex.I; -Complex.I, 0, Complex.I; Complex.I, -Complex.I, 0]
```

Put $g_q=-i$ on every state. Then $W_{01}=(-i)^3=i$ and $W_{10}=i(-i)i=i$, so $T_{01}=i(l^2+l)$ and $T_{10}=i(l^2-l)$. The asymmetry is
$$(l^2+l)^2-(l^2-l)^2=4l^3.$$
The proof checks Hermiticity entry by entry and then repeats this calculation.

```lean
/-- The three-state ring is Hermitian, and with propagator `-i` on every state its
asymmetry between states 0 and 1 is exactly `4 l³`. -/
theorem chiralRing_witness (l : ℝ) :
    chiralRing.IsHermitian ∧
      asymmetry (bornT chiralRing (fun _ => -Complex.I) l) 0 1 = 4 * l ^ 3 := by
  constructor
  · ext i j
    fin_cases i <;> fin_cases j <;> simp [chiralRing, Matrix.conjTranspose_apply]
  · have h1 : secondBorn chiralRing (fun _ => -Complex.I) 0 1 = Complex.I := by
      rw [secondBorn_apply]
      simp [chiralRing, Fin.sum_univ_three]
    have h2 : secondBorn chiralRing (fun _ => -Complex.I) 1 0 = Complex.I := by
      rw [secondBorn_apply]
      simp [chiralRing, Fin.sum_univ_three]
    have v1 : chiralRing 0 1 = Complex.I := by simp [chiralRing]
    have v2 : chiralRing 1 0 = -Complex.I := by simp [chiralRing]
    simp only [asymmetry, bornT, Matrix.add_apply, Matrix.smul_apply, h1, h2, v1, v2,
      Complex.sq_norm, Complex.normSq_apply, Complex.add_re, Complex.add_im,
      Complex.smul_re, Complex.smul_im, Complex.neg_re, Complex.neg_im,
      Complex.I_re, Complex.I_im, smul_eq_mul]
    ring

end

end SkewScattering
```

These results concern amplitudes between discrete states and do not give a Hall conductivity. One route from scattering rates to a conductivity is to average over disorder and solve a Boltzmann transport equation.

```lean
#print axioms SkewScattering.skew_scattering_third_order
#print axioms SkewScattering.skew_coefficient_robust
#print axioms SkewScattering.no_skew_of_real_propagator
#print axioms SkewScattering.no_skew_of_symmetric_potential
```

```
'SkewScattering.skew_scattering_third_order' depends on axioms: [propext, Classical.choice, Quot.sound]
'SkewScattering.skew_coefficient_robust' depends on axioms: [propext, Classical.choice, Quot.sound]
'SkewScattering.no_skew_of_real_propagator' depends on axioms: [propext, Classical.choice, Quot.sound]
'SkewScattering.no_skew_of_symmetric_potential' depends on axioms: [propext, Classical.choice, Quot.sound]
```
